# For cavity loss k ≥ 4g, the slow decay rate of a resonant emitter exceeds the Purcell rate 4g²/k by at most a relative 16g²/k²

Let an emitter be coupled with strength g > 0 to one resonant cavity mode of energy loss rate k > 0, and to nothing else. In the frame rotating at the common frequency, the equations for the single-excitation amplitudes have purely real eigenvalues exactly when k ≥ 4g. In that regime the slower energy decay rate lies between 4g²/k and 8g²/k, and its ratio to 4g²/k tends to 1 as k grows at fixed g. For a dipole parallel to the mode's field and placed at its maximum, 4g²/k divided by the emission rate in the bulk medium is the Purcell factor. I know the rate 4g²/k from the usual elimination of the cavity amplitude, which drops a time derivative and gives no error bound. Can the statement be made rigorous, with explicit bounds, and checked by machine?

## Two decay rates from one quadratic

Yes. Let v₀ be the amplitude for "emitter excited, cavity empty" and v₁ the amplitude for "emitter in its ground state, one photon". In the frame rotating at the common frequency,

dv₀/dt = −i g v₁

dv₁/dt = −i g v₀ − (k/2) v₁

The damping is k/2 because k is the loss rate of energy, which is quadratic in the amplitude. A solution proportional to exp(zt) requires the determinant of the matrix minus z to vanish:

(−z)(−k/2 − z) − (−ig)² = z² + (k/2) z + g² = 0

If k < 4g, the roots are −k/4 ± i y with y = √(g² − k²/16) > 0, so they are not real. If k ≥ 4g, set s = √(k² − 16g²). The roots are then (−k ± s)/4, both real. Probabilities decay at the rate −2z, which gives

slow rate: Γ = (k − s)/2

fast rate: (k + s)/2

For the bounds, replace g² by (k² − s²)/16 and note that 0 ≤ s < k. Then

Γ − 4g²/k = (k − s)²/(4k) > 0

8g²/k − Γ = s(k − s)/(2k) ≥ 0

(4g²/k)(1 + 16g²/k²) − Γ = s(k − s)²(2k + s)/(4k³) ≥ 0

The second difference vanishes only for s = 0, that is, for k = 4g. The first and third lines give

1 < Γ/(4g²/k) ≤ 1 + 16g²/k²

so the ratio tends to 1 as k → ∞ at fixed g.

Now insert the physical parameters: dipole moment d, angular frequency w, refractive index n, mode volume V, quality factor Q, and the constants ħ, ε₀ and c. For a dipole parallel to the mode's field and placed at its maximum, the coupling and the loss are

g² = d²w/(2ħε₀n²V), k = w/Q

so that

4g²/k = 2d²Q/(ħε₀n²V)

Dividing by the bulk rate n w³d²/(3πε₀ħc³) gives

6πc³Q/(n³w³V) = (3/(4π²)) (λ₀/n)³ Q/V, with λ₀ = 2πc/w

This is the Purcell factor F. Since Γ exceeds 4g²/k by a relative amount of at most 16g²/k², the ratio of Γ to the bulk rate lies above F and is at most F(1 + 16g²/k²).

## The Lean file

```lean
import Mathlib

open Matrix Filter Topology

namespace PurcellEmission

noncomputable section

/-- Generator of the amplitudes of an excited emitter and a cavity photon, with coupling `g`
and cavity energy loss rate `k`. -/
def cavityMatrix (g k : ℝ) : Matrix (Fin 2) (Fin 2) ℂ :=
  !![0, -(Complex.I * g); -(Complex.I * g), -((k : ℂ) / 2)]

/-- The number `z` is an eigenvalue of `M`: some nonzero amplitude vector is scaled by `z`. -/
def IsEigenvalue (M : Matrix (Fin 2) (Fin 2) ℂ) (z : ℂ) : Prop :=
  ∃ v : Fin 2 → ℂ, v ≠ 0 ∧ M *ᵥ v = z • v

/-- Difference of the two energy decay rates, for `4 g ≤ k` and `g` positive. -/
def splitting (g k : ℝ) : ℝ := Real.sqrt (k ^ 2 - 16 * g ^ 2)

/-- The smaller energy decay rate, for `4 g ≤ k` and `g` positive. -/
def slowRate (g k : ℝ) : ℝ := (k - splitting g k) / 2

/-- The larger energy decay rate, for `4 g ≤ k` and `g` positive. -/
def fastRate (g k : ℝ) : ℝ := (k + splitting g k) / 2

/-- The eigenvalues of the cavity matrix are the roots `z` of `z² + (k / 2) z + g² = 0`. -/
theorem eigenvalue_iff (g k : ℝ) (z : ℂ) :
    IsEigenvalue (cavityMatrix g k) z ↔ z ^ 2 + (k : ℂ) / 2 * z + (g : ℂ) ^ 2 = 0 := by
  have hdet : (cavityMatrix g k - z • (1 : Matrix (Fin 2) (Fin 2) ℂ)).det
      = z ^ 2 + (k : ℂ) / 2 * z + (g : ℂ) ^ 2 := by
    rw [Matrix.det_fin_two]
    simp [cavityMatrix]
    linear_combination (-(g : ℂ) ^ 2) * Complex.I_sq
  rw [← hdet, ← Matrix.exists_mulVec_eq_zero_iff]
  unfold IsEigenvalue
  simp only [Matrix.sub_mulVec, Matrix.smul_mulVec, Matrix.one_mulVec, sub_eq_zero]

/-- For positive `g` and `4 g ≤ k` the splitting is nonnegative, smaller than `k`, and has square
`k² - 16 g²`. -/
theorem splitting_facts {g k : ℝ} (hg : 0 < g) (hk : 4 * g ≤ k) :
    0 ≤ splitting g k ∧ splitting g k < k ∧ splitting g k ^ 2 = k ^ 2 - 16 * g ^ 2 := by
  have hs : splitting g k ^ 2 = k ^ 2 - 16 * g ^ 2 := Real.sq_sqrt (by nlinarith)
  have hk0 : 0 ≤ k := by linarith
  exact ⟨Real.sqrt_nonneg _,
    lt_of_pow_lt_pow_left₀ 2 hk0 (by nlinarith [pow_pos hg 2]), hs⟩

/-- For positive `g` and `4 g ≤ k` the eigenvalues are minus one half of the slow and of the fast
energy decay rate. -/
theorem eigenvalue_iff_rates {g k : ℝ} (hg : 0 < g) (hk : 4 * g ≤ k) (z : ℂ) :
    IsEigenvalue (cavityMatrix g k) z ↔
      z = ((-slowRate g k / 2 : ℝ) : ℂ) ∨ z = ((-fastRate g k / 2 : ℝ) : ℂ) := by
  have hs : (splitting g k : ℂ) ^ 2 = (k : ℂ) ^ 2 - 16 * (g : ℂ) ^ 2 := by
    exact_mod_cast (splitting_facts hg hk).2.2
  have hfac : z ^ 2 + (k : ℂ) / 2 * z + (g : ℂ) ^ 2
      = (z - ((-slowRate g k / 2 : ℝ) : ℂ)) * (z - ((-fastRate g k / 2 : ℝ) : ℂ)) := by
    unfold slowRate fastRate
    push_cast
    linear_combination hs / 16
  rw [eigenvalue_iff, hfac, mul_eq_zero, sub_eq_zero, sub_eq_zero]

/-- For positive `g` and `k`, all eigenvalues are real exactly when the cavity loss rate is at least
four times the coupling. -/
theorem eigenvalues_real_iff {g k : ℝ} (hg : 0 < g) (hk : 0 < k) :
    (∀ z : ℂ, IsEigenvalue (cavityMatrix g k) z → z.im = 0) ↔ 4 * g ≤ k := by
  constructor
  · intro h
    by_contra hlt
    have hlt' : k < 4 * g := not_le.mp hlt
    have hpos : 0 < g ^ 2 - k ^ 2 / 16 := by nlinarith
    -- below threshold there is an oscillating root with frequency y
    obtain ⟨y, hy0, hy⟩ : ∃ y : ℝ, 0 < y ∧ y ^ 2 = g ^ 2 - k ^ 2 / 16 :=
      ⟨Real.sqrt (g ^ 2 - k ^ 2 / 16), Real.sqrt_pos.2 hpos, Real.sq_sqrt hpos.le⟩
    have hyC : (y : ℂ) ^ 2 = (g : ℂ) ^ 2 - (k : ℂ) ^ 2 / 16 := by exact_mod_cast hy
    have him := h (((-k / 4 : ℝ) : ℂ) + (y : ℂ) * Complex.I) (by
      rw [eigenvalue_iff]
      push_cast
      linear_combination (y : ℂ) ^ 2 * Complex.I_sq - hyC)
    simp only [Complex.add_im, Complex.ofReal_im, Complex.mul_im, Complex.ofReal_re,
      Complex.I_im, Complex.I_re] at him
    linarith
  · intro h z hz
    rcases (eigenvalue_iff_rates hg h z).1 hz with hz | hz
    · rw [hz, Complex.ofReal_im]
    · rw [hz, Complex.ofReal_im]

/-- For positive `g` and `4 g ≤ k`, the slow rate exceeds `4 g² / k`, is at most twice that value,
and exceeds it by a relative amount of at most `16 g² / k²`. -/
theorem slowRate_bounds {g k : ℝ} (hg : 0 < g) (hk : 4 * g ≤ k) :
    4 * g ^ 2 / k < slowRate g k ∧ slowRate g k ≤ 8 * g ^ 2 / k ∧
      slowRate g k ≤ 4 * g ^ 2 / k * (1 + 16 * g ^ 2 / k ^ 2) := by
  have hk0 : 0 < k := by linarith
  obtain ⟨h0, h1, h2⟩ := splitting_facts hg hk
  unfold slowRate
  generalize splitting g k = s at *
  have hg2 : g ^ 2 = (k ^ 2 - s ^ 2) / 16 := by linarith
  refine ⟨?_, ?_, ?_⟩
  · rw [div_lt_iff₀ hk0, hg2]
    nlinarith [pow_pos (sub_pos.2 h1) 2]
  · rw [le_div_iff₀ hk0, hg2]
    nlinarith [mul_nonneg h0 (sub_pos.2 h1).le]
  · have e : 4 * g ^ 2 / k * (1 + 16 * g ^ 2 / k ^ 2)
        = 4 * g ^ 2 * (k ^ 2 + 16 * g ^ 2) / k ^ 3 := by
      field_simp
    rw [e, le_div_iff₀ (pow_pos hk0 3), hg2]
    -- the difference of the two sides is s (k - s)² (2k + s) / 4
    have h3 : 0 ≤ 2 * k + s := by linarith
    nlinarith [mul_nonneg (mul_nonneg h0 (sq_nonneg (k - s))) h3]

/-- For positive `g` and `4 g ≤ k`, the slow rate equals its upper bound `8 g² / k` exactly when `k
= 4 g`. -/
theorem slowRate_eq_upper_iff {g k : ℝ} (hg : 0 < g) (hk : 4 * g ≤ k) :
    slowRate g k = 8 * g ^ 2 / k ↔ k = 4 * g := by
  have hk0 : 0 < k := by linarith
  obtain ⟨h0, h1, h2⟩ := splitting_facts hg hk
  unfold slowRate
  generalize splitting g k = s at *
  rw [eq_div_iff hk0.ne']
  constructor
  · intro h
    have hprod : s * (k - s) = 0 := by linarith
    have hs : s = 0 := (mul_eq_zero.1 hprod).resolve_right (sub_pos.2 h1).ne'
    rw [hs] at h2
    nlinarith
  · intro h
    have hs : s = 0 := by
      apply pow_eq_zero_iff (two_ne_zero) |>.1
      rw [h2, h]
      ring
    rw [hs, h]
    ring

/-- At fixed positive coupling, the ratio of the slow rate to `4 g² / k` tends to one as the cavity
loss rate grows. -/
theorem slowRate_ratio_tendsto {g : ℝ} (hg : 0 < g) :
    Tendsto (fun k : ℝ => slowRate g k / (4 * g ^ 2 / k)) atTop (𝓝 1) := by
  have h0 : Tendsto (fun k : ℝ => 16 * g ^ 2 / k ^ 2) atTop (𝓝 0) :=
    tendsto_const_nhds.div_atTop (tendsto_pow_atTop two_ne_zero)
  have hup : Tendsto (fun k : ℝ => 1 + 16 * g ^ 2 / k ^ 2) atTop (𝓝 1) := by
    simpa using h0.const_add 1
  refine tendsto_of_tendsto_of_tendsto_of_le_of_le' tendsto_const_nhds hup ?_ ?_
  · filter_upwards [eventually_ge_atTop (4 * g)] with k hk
    have hk0 : 0 < k := by linarith
    exact (one_le_div (by positivity)).2 (slowRate_bounds hg hk).1.le
  · filter_upwards [eventually_ge_atTop (4 * g)] with k hk
    have hk0 : 0 < k := by linarith
    rw [div_le_iff₀ (by positivity), mul_comm]
    exact (slowRate_bounds hg hk).2.2

/-- Coupling of a dipole `d`, parallel to the field and at its maximum, to a mode of frequency `w`
and volume `V` in a medium of index `n`, for positive parameters. -/
def coupling (d w hbar eps n V : ℝ) : ℝ :=
  Real.sqrt (d ^ 2 * w / (2 * hbar * eps * n ^ 2 * V))

/-- Spontaneous emission rate of the dipole in the bulk medium, for positive parameters. -/
def bulkRate (d w hbar eps n c : ℝ) : ℝ :=
  n * w ^ 3 * d ^ 2 / (3 * Real.pi * eps * hbar * c ^ 3)

/-- The Purcell factor, with vacuum wavelength `2 π c / w`, quality factor `Q` and mode volume
`V`, for positive parameters. -/
def purcellFactor (w n c Q V : ℝ) : ℝ :=
  3 / (4 * Real.pi ^ 2) * (2 * Real.pi * c / w / n) ^ 3 * (Q / V)

/-- For positive parameters and cavity loss rate `k = w / Q`, the rate `4 g² / k` divided by the
bulk emission rate is the Purcell factor. -/
theorem purcell_identity {d w hbar eps n V c Q : ℝ} (hd : 0 < d) (hw : 0 < w)
    (hh : 0 < hbar) (he : 0 < eps) (hn : 0 < n) (hV : 0 < V) (hc : 0 < c) (hQ : 0 < Q) :
    4 * coupling d w hbar eps n V ^ 2 / (w / Q) / bulkRate d w hbar eps n c
      = purcellFactor w n c Q V := by
  have hpi := Real.pi_pos
  unfold coupling bulkRate purcellFactor
  rw [Real.sq_sqrt (by positivity)]
  field_simp
  ring

/-- For positive parameters with `4 g ≤ k = w / Q`, the slow decay rate in units of the bulk
emission rate exceeds the Purcell factor, by a relative amount of at most `16 g² / k²`. -/
theorem purcell_enhancement {d w hbar eps n V c Q : ℝ} (hd : 0 < d) (hw : 0 < w)
    (hh : 0 < hbar) (he : 0 < eps) (hn : 0 < n) (hV : 0 < V) (hc : 0 < c) (hQ : 0 < Q)
    (hweak : 4 * coupling d w hbar eps n V ≤ w / Q) :
    purcellFactor w n c Q V
        < slowRate (coupling d w hbar eps n V) (w / Q) / bulkRate d w hbar eps n c ∧
      slowRate (coupling d w hbar eps n V) (w / Q) / bulkRate d w hbar eps n c
        ≤ purcellFactor w n c Q V
          * (1 + 16 * coupling d w hbar eps n V ^ 2 / (w / Q) ^ 2) := by
  have hpi := Real.pi_pos
  have hg : 0 < coupling d w hbar eps n V := Real.sqrt_pos.2 (by positivity)
  have hb : 0 < bulkRate d w hbar eps n c := by
    unfold bulkRate
    positivity
  obtain ⟨hlow, -, hupp⟩ := slowRate_bounds hg hweak
  rw [← purcell_identity hd hw hh he hn hV hc hQ]
  refine ⟨div_lt_div_of_pos_right hlow hb, ?_⟩
  refine (div_le_div_of_nonneg_right hupp hb.le).trans (le_of_eq ?_)
  ring

end

end PurcellEmission
```

```lean
#print axioms PurcellEmission.eigenvalues_real_iff
#print axioms PurcellEmission.slowRate_eq_upper_iff
#print axioms PurcellEmission.slowRate_ratio_tendsto
#print axioms PurcellEmission.purcell_enhancement
```

```
'PurcellEmission.eigenvalues_real_iff' depends on axioms: [propext, Classical.choice, Quot.sound]
'PurcellEmission.slowRate_eq_upper_iff' depends on axioms: [propext, Classical.choice, Quot.sound]
'PurcellEmission.slowRate_ratio_tendsto' depends on axioms: [propext, Classical.choice, Quot.sound]
'PurcellEmission.purcell_enhancement' depends on axioms: [propext, Classical.choice, Quot.sound]
```

## How the Lean statements read as physics

`cavityMatrix g k` is the matrix of the two amplitude equations, with index 0 for the excited emitter and index 1 for the photon. The parameters are real and the entries complex. `IsEigenvalue M z` says that some nonzero vector is scaled by z. `slowRate` and `fastRate` are energy decay rates, and `eigenvalue_iff_rates` fixes the convention: the eigenvalues are minus one half of these rates.

`eigenvalues_real_iff` says that, for positive g and k, every eigenvalue has zero imaginary part if and only if `4 * g ≤ k`. `slowRate_bounds` contains the three inequalities, the first of them strict. `slowRate_eq_upper_iff` says that the upper bound 8g²/k is reached exactly at k = 4g, and `slowRate_ratio_tendsto` is the limit at fixed g.

In the physical part, `eps` stands for ε₀, and all parameters are arbitrary positive real numbers without assigned units. `purcell_identity` is the exact equality between 4g²/k over the bulk rate and F; it needs no condition on the size of g. `purcell_enhancement` bounds the slow rate itself, in units of the bulk rate, under the hypothesis `hweak`, which is 4g ≤ w/Q.

Several physical inputs enter as definitions and are not derived:

- The matrix describes a single excitation at exact resonance in the rotating-wave approximation. The emitter has no dephasing and no decay into other modes.
- `coupling` stands for a dipole parallel to the mode's field and placed at its maximum, where it couples to the vacuum field of that mode.
- `bulkRate` stands for golden-rule emission into a homogeneous, lossless medium without local-field corrections.
- k = w/Q expresses the quality factor as the frequency divided by the energy loss rate.

The theorems concern eigenvalues, not the time-dependent population of an emitter that starts excited. When k > 4g, the amplitude of such an emitter is a sum of both exponentials, and the slow rate governs the late decay of the population.

For cavity quantum electrodynamics, the result bounds the error of the golden-rule rate 4g²/k as an approximation to the slow decay rate, within this resonant, single-mode, single-excitation model.

## From the determinant to the enhancement bound

`eigenvalue_iff` computes the two-by-two determinant, using i² = −1. It then applies the fact that a matrix has zero determinant exactly when it sends some nonzero vector to zero. Applied to the matrix minus z, this turns the eigenvector condition into the quadratic.

`splitting_facts` collects what is needed about s: it is nonnegative, smaller than k, and has square k² − 16g². With the last of these, `eigenvalue_iff_rates` factors the quadratic into two linear terms, and a product is zero exactly when one factor is.

`eigenvalues_real_iff` has two directions. If k < 4g, the proof takes the root −k/4 + iy from above, checks that it satisfies the quadratic, and reads off its imaginary part y > 0, which contradicts the assumption that all eigenvalues are real. If 4g ≤ k, the factorisation shows that both eigenvalues are real numbers.

In `slowRate_bounds`, the square root is replaced by a plain variable `s` that keeps the three facts, and g² is replaced by (k² − s²)/16. After multiplication by k or k³, each inequality is polynomial. The tactic `nlinarith` receives the products found in the derivation: (k − s)² > 0 for the first, s(k − s) ≥ 0 for the second and s(k − s)²(2k + s) ≥ 0 for the third.

`slowRate_eq_upper_iff` turns equality into s(k − s) = 0. Because s < k, this forces s = 0 and hence k = 4g; the converse is substitution. `slowRate_ratio_tendsto` squeezes the ratio between 1 and 1 + 16g²/k², which is valid once k has passed 4g.

`purcell_identity` removes the square root in the coupling by squaring it, clears denominators with `field_simp` and finishes with `ring`. `purcell_enhancement` divides the first and third inequalities of `slowRate_bounds` by the positive bulk rate and rewrites F through the identity.

## The slow rate in a numerical calculation

The usual elimination sets dv₁/dt = 0. This gives v₁ = −2ig v₀/k, hence dv₀/dt = −(2g²/k) v₀ and a population decay rate of 4g²/k. A program that uses this rate, or that multiplies a bulk rate by F, can first compute g and k = w/Q, check that k ≥ 4g, and report 16g²/k² as a bound on its relative error as an approximation to the slow decay rate within the model.

A program that diagonalises the matrix obtains the slow rate as −2 times the eigenvalue closest to zero. If the closed formula is coded directly, (k − s)/2 subtracts two nearly equal numbers when k is much larger than g and loses digits. The algebraically equal form

Γ = 8g²/(k + s)

avoids that subtraction. For k = 10g it gives Γ ≈ 0.417g, against 4g²/k = 0.4g. The actual excess is about 4 percent, well inside the guaranteed 16 percent.
